# Every polynomial in a Poisson-distributed count has a finite mean

For a real number a and a real polynomial p, the declaration `summable_poisson` states that the series with terms exp(-a) a^k/k! · p(k), over k = 0, 1, 2, …, converges. When a ≥ 0 the weights are the Poisson probabilities of a count with mean a, such as the photon number in a coherent state, and the statement says that every polynomial in the count has a finite mean. The lemma itself puts no condition on the sign of a. The proof first treats the powers (k + c)^j by induction on j, absorbing a factor k into the weight by a shift of the summation index. It then writes p as a finite sum of monomials and handles each one with c = 0.

An attempt in Lean 4 with a fault in it:

```lean
import Mathlib

open Polynomial

namespace CharlierOrthogonality

noncomputable section

/-- The Poisson weight `exp(-a) a^k / k!` of the count `k`. -/
def poissonWeight (a : ℝ) (k : ℕ) : ℝ := Real.exp (-a) * (a ^ k / (k.factorial : ℝ))

/-- Neighbouring Poisson weights satisfy `(k + 1) w(k + 1) = a w(k)`. -/
theorem poissonWeight_succ (a : ℝ) (k : ℕ) :
    poissonWeight a (k + 1) * ((k : ℝ) + 1) = a * poissonWeight a k := by
  have h1 : (k.factorial : ℝ) ≠ 0 := by positivity
  have h2 : (k : ℝ) + 1 ≠ 0 := by positivity
  unfold poissonWeight
  rw [Nat.factorial_succ, pow_succ]
  push_cast
  field_simp

/-- The Poisson-weighted sum of any polynomial in the count converges. -/
theorem summable_poisson (a : ℝ) (p : ℝ[X]) :
    Summable fun k : ℕ => poissonWeight a k * p.eval (k : ℝ) := by
  have hw : Summable (poissonWeight a) := (Real.summable_pow_div_factorial a).mul_left _
  have hs : ∀ (j : ℕ) (c : ℝ), Summable fun k : ℕ => poissonWeight a k * ((k : ℝ) + c) ^ j := by
    intro j
    induction j with
    | zero => intro c; simpa using hw
    | succ j ih =>
      intro c
      -- a factor k is absorbed by shifting the summation index
      have e : (fun k : ℕ => poissonWeight a (k + 1) *
          (((k + 1 : ℕ) : ℝ) * (((k + 1 : ℕ) : ℝ) + c) ^ j))
          = fun k : ℕ => a * (poissonWeight a k * ((k : ℝ) + (c + 1)) ^ j) := by
        funext k
        rw [show (k : ℝ) + (c + 1) = k + 1 + c by ring]
        push_cast
        linear_combination ((k : ℝ) + 1 + c) ^ j * poissonWeight_succ a k
      have h0 := (ih (c + 1)).mul_left a
      rw [← e] at h0
      have h1 : Summable fun k : ℕ => poissonWeight a k * ((k : ℝ) * ((k : ℝ) + c) ^ j) :=
        (summable_nat_add_iff 1).1 h0
      convert h1.add ((ih c).mul_left c) using 1
      funext k
      try simp only [Pi.add_apply]
      rw [pow_succ]
      ring
  simp only [eval_eq_sum_range, Finset.mul_sum]
  refine summable_sum fun j _ => ?_
  convert (hs j 0).mul_left (p.coeff j) using 1
  funext k
  rw [add_zero]
  ring

end

end CharlierOrthogonality
```

Compiling this gives:

```
Main.lean:52:2: error: Tactic `apply` failed: could not unify the conclusion of `@_root_.funext`
  ?f = ?g
with the goal
  Real.instAddCommMonoid =
    CommRing.toNonUnitalCommRing.toNonUnitalNonAssocCommRing.toNonUnitalNonAssocSemiring.toAddCommMonoid

Note: The full type of `@_root_.funext` is
  ∀ {α : Sort ?u.181} {β : α → Sort ?u.180} {f g : (x : α) → β x}, (∀ (x : α), f x = g x) → f = g

case e'_3
a : ℝ
p : ℝ[X]
hw : Summable (poissonWeight a)
hs : ∀ (j : ℕ) (c : ℝ), Summable fun k => poissonWeight a k * (↑k + c) ^ j
j : ℕ
x✝ : j ∈ Finset.range (p.natDegree + 1)
⊢ Real.instAddCommMonoid =
    CommRing.toNonUnitalCommRing.toNonUnitalNonAssocCommRing.toNonUnitalNonAssocSemiring.toAddCommMonoid
```

Diagnosis. The error is in the last step, where convergence for the power (k + 0)^j has to give convergence for one monomial of p. `convert ... using 1` compares the two `Summable` statements argument by argument. One argument is the additive structure on ℝ, which the two statements reach by different routes, `Real.instAddCommMonoid` and a path through `CommRing`. `convert` left their equality as a goal, and `funext k` was applied to it. The message says that `funext` proves equalities of functions, and this goal is not of that form.

The repair states the equality of the two summands separately, as `e`, so that `funext k` meets an equality of functions. The old steps `rw [add_zero]` and `ring` then prove it. `rw [e] at h` changes the summand in the known result `h`, and `exact h` closes the goal, because Lean can check by unfolding definitions that the two additive structures agree.

Fix (accepted with no message):

```diff
@@ -49,8 +49,12 @@
   simp only [eval_eq_sum_range, Finset.mul_sum]
   refine summable_sum fun j _ => ?_
-  convert (hs j 0).mul_left (p.coeff j) using 1
-  funext k
-  rw [add_zero]
-  ring
+  have h := (hs j 0).mul_left (p.coeff j)
+  have e : (fun k : ℕ => p.coeff j * (poissonWeight a k * ((k : ℝ) + 0) ^ j))
+      = fun k : ℕ => poissonWeight a k * (p.coeff j * (k : ℝ) ^ j) := by
+    funext k
+    rw [add_zero]
+    ring
+  rw [e] at h
+  exact h
 
 end
```
